# Stability of a two-electron closed shell against opposite mixing of its spin orbitals

Let two electrons of opposite spin occupy $\cos t\,\varphi_0+\sin t\,\varphi_1$ and $\cos t\,\varphi_0-\sin t\,\varphi_1$, with $\varphi_0,\varphi_1$ real and orthonormal. Write $h,k$ for the one-electron energies of $\varphi_0,\varphi_1$ (kinetic energy plus attraction by the nuclei, not Hartree-Fock orbital energies), $A,B$ for their self-repulsions, $J$ for their Coulomb integral and $K$ for their exchange integral, and set

$$D=k-h+J-A-2K .$$

If $D<0$, every sufficiently small nonzero $t$ gives an energy below that of the closed shell $t=0$. If $D>0$, the closed shell is a strict local minimum in $t$. When $\varphi_0$ solves the restricted Hartree-Fock equations, the case $D<0$ is the restricted-to-unrestricted instability, confined to two orbitals and one mixing angle.

In Lean 4 with Mathlib:

```lean
import Mathlib

open Real Topology

namespace OppositeSpinMixing

noncomputable section
```

## From integrals to a function of the angle

For a spin-up electron in $u=\sum_p u_p\varphi_p$ and a spin-down electron in $v=\sum_p v_p\varphi_p$, both normalised, the determinant energy is

$$\sum_{pq}f_{pq}(u_pu_q+v_pv_q)+\sum_{pqrs}(pq|rs)\,u_pu_qv_rv_s .$$

Opposite spins leave no exchange term between the electrons. This expression is taken as the definition; it is not derived from an antisymmetrised wavefunction.

```lean
/-- Energy of a determinant with one spin-up electron in the real orbital `u` and one spin-down
electron in the real orbital `v`, both normalised and expanded in two orthonormal basis orbitals
with one-electron integrals `f p q` and two-electron integrals `g p q r s = (pq|rs)`. -/
def determinantEnergy (f : Fin 2 → Fin 2 → ℝ) (g : Fin 2 → Fin 2 → Fin 2 → Fin 2 → ℝ)
    (u v : Fin 2 → ℝ) : ℝ :=
  ∑ p, ∑ q, f p q * (u p * u q + v p * v q) +
    ∑ p, ∑ q, ∑ r, ∑ s, g p q r s * (u p * u q * v r * v s)
```

The six parameters are arbitrary real numbers in `TwoLevel`, with no positivity imposed.

```lean
/-- The parameters of two orbitals: one-electron energies `h`, `k`, self-repulsions `A`, `B`,
Coulomb integral `J` and exchange integral `K`. -/
structure TwoLevel where
  (h k A B J K : ℝ)
```

They are read from the integrals as $h=f_{00}$, $k=f_{11}$, $A=(00|00)$, $B=(11|11)$, $J=(00|11)$, $K=(01|01)$.

```lean
/-- The parameters read off from the one- and two-electron integrals. -/
def ofIntegrals (f : Fin 2 → Fin 2 → ℝ) (g : Fin 2 → Fin 2 → Fin 2 → Fin 2 → ℝ) : TwoLevel :=
  ⟨f 0 0, f 1 1, g 0 0 0 0, g 1 1 1 1, g 0 0 1 1, g 0 1 0 1⟩
```

The energy along the mixing path is

$$E(t)=2h\cos^2t+2k\sin^2t+A\cos^4t+B\sin^4t+(2J-4K)\sin^2t\cos^2t .$$

```lean
/-- The energy as a function of the angle `t` by which the two spin orbitals are mixed in
opposite senses. -/
def energy (M : TwoLevel) (t : ℝ) : ℝ :=
  2 * M.h * cos t ^ 2 + 2 * M.k * sin t ^ 2 + M.A * cos t ^ 4 + M.B * sin t ^ 4 +
    (2 * M.J - 4 * M.K) * sin t ^ 2 * cos t ^ 2
```

$D$ combines the one-electron promotion energy $k-h$, the change in repulsion $J-A$ and the term $-2K$. The last comes from the Coulomb repulsion between the two mixed densities, not from exchange between the electrons.

```lean
/-- The stability parameter `D` of the closed shell with both electrons in the first orbital. -/
def stabD (M : TwoLevel) : ℝ := M.k - M.h + M.J - M.A - 2 * M.K
```

Exchanging the levels gives $D'=h-k+J-B-2K$ for the other closed shell.

```lean
/-- The stability parameter `D'` of the closed shell with both electrons in the second orbital,
obtained from `D` by exchanging the two levels. -/
def stabD' (M : TwoLevel) : ℝ := M.h - M.k + M.J - M.B - 2 * M.K
```

To obtain $E(t)$, insert $u=(\cos t,\sin t)$ and $v=(\cos t,-\sin t)$. The off-diagonal one-electron terms cancel between the spins. Terms odd in $\sin t$ cancel in pairs, for example

$$(01|00)\cos^3t\sin t-(00|01)\cos^3t\sin t=0,$$

by $(pq|rs)=(rs|pq)$, which is `hswap`. The two Coulomb terms give $2J\sin^2t\cos^2t$. With $(pq|rs)=(qp|rs)$, which is `hreal`, the four exchange-type terms are equal and give $-4K\sin^2t\cos^2t$. The proof rewrites with these equalities, and `ring` collects the terms.

```lean
/-- For two-electron integrals with the permutation symmetries of real orbitals, the determinant
built from the oppositely mixed orbitals `(cos t, sin t)` and `(cos t, -sin t)` has the energy
`energy`. -/
theorem determinantEnergy_opposite (f : Fin 2 → Fin 2 → ℝ)
    (g : Fin 2 → Fin 2 → Fin 2 → Fin 2 → ℝ)
    (hswap : ∀ p q r s, g p q r s = g r s p q)
    (hreal : ∀ p q r s, g p q r s = g q p r s) (t : ℝ) :
    determinantEnergy f g ![cos t, sin t] ![cos t, -sin t] = energy (ofIntegrals f g) t := by
  -- integrals related by exchange of the electrons
  have e1 := hswap 0 1 0 0
  have e2 := hswap 1 0 0 0
  have e3 := hswap 0 1 1 1
  have e4 := hswap 1 0 1 1
  have e5 := hswap 1 1 0 0
  -- the four exchange-type integrals coincide
  have e6 : g 1 0 0 1 = g 0 1 0 1 := hreal 1 0 0 1
  have e7 : g 0 1 1 0 = g 0 1 0 1 := (hswap 0 1 1 0).trans e6
  have e8 : g 1 0 1 0 = g 0 1 0 1 := (hreal 1 0 1 0).trans e7
  simp only [determinantEnergy, energy, ofIntegrals, Fin.sum_univ_two, Matrix.cons_val_zero,
    Matrix.cons_val_one, Matrix.cons_val_fin_one]
  rw [e1, e2, e3, e4, e5, e6, e7, e8]
  ring
```

## The sign of D near the closed shell

Put $x=\sin^2t$ and $\cos^2t=1-x$. In $E(t)-E(0)$ the coefficient of $x$ is $2(k-h-A+J-2K)=2D$, and that of $x^2$ is $A+B-2J+4K=-(D+D')$. Hence

$$E(t)-E(0)=2D\sin^2t-(D+D')\sin^4t .$$

```lean
/-- The energy change on mixing is `2 D sin² t - (D + D') sin⁴ t`. -/
theorem energy_sub (M : TwoLevel) (t : ℝ) :
    energy M t - energy M 0 =
      2 * stabD M * sin t ^ 2 - (stabD M + stabD' M) * sin t ^ 4 := by
  have hc : cos t ^ 2 = 1 - sin t ^ 2 := by linarith [Real.sin_sq_add_cos_sq t]
  have hc4 : cos t ^ 4 = (1 - sin t ^ 2) ^ 2 := by rw [← hc]; ring
  simp only [energy, stabD, stabD', Real.cos_zero, Real.sin_zero]
  rw [hc4, hc]
  ring
```

Factor this as $\sin^2t\,\bigl[2D-(D+D')\sin^2t\bigr]$. For $0<|t|<\pi$ the first factor is positive (`hsin`). The bracket is continuous and equals $2D$ at $t=0$, so it keeps the sign of $D$ nearby (`hn`). The product therefore has that sign too. The quantifier `∀ᶠ t in 𝓝[≠] (0 : ℝ)` means "for all nonzero $t$ close enough to $0$". The case $D=0$ is left open, as are variations other than opposite mixing.

```lean
/-- If `D < 0`, every sufficiently small nonzero opposite mixing of the spin orbitals lowers the
energy; if `D > 0`, every such mixing raises it, so that `t = 0` is a strict local minimum. -/
theorem closedShell_stability (M : TwoLevel) :
    (stabD M < 0 → ∀ᶠ t in 𝓝[≠] (0 : ℝ), energy M t < energy M 0) ∧
    (0 < stabD M → ∀ᶠ t in 𝓝[≠] (0 : ℝ), energy M 0 < energy M t) := by
  -- near zero the sine vanishes only at zero
  have hsin : ∀ᶠ t in 𝓝[≠] (0 : ℝ), 0 < sin t ^ 2 := by
    have h : ∀ᶠ t in 𝓝[≠] (0 : ℝ), t ∈ Set.Ioo (-π) π :=
      eventually_nhdsWithin_of_eventually_nhds
        (Ioo_mem_nhds (by linarith [Real.pi_pos]) Real.pi_pos)
    filter_upwards [h, self_mem_nhdsWithin] with t ht h0
    have hs : sin t ≠ 0 := fun hs =>
      h0 ((Real.sin_eq_zero_iff_of_lt_of_lt ht.1 ht.2).1 hs)
    positivity
  -- the remaining factor is continuous and equals `2 D` at zero
  have hc : Continuous fun t : ℝ => 2 * stabD M - (stabD M + stabD' M) * sin t ^ 2 := by
    fun_prop
  constructor
  · intro hD
    have hn : ∀ᶠ t in 𝓝 (0 : ℝ), 2 * stabD M - (stabD M + stabD' M) * sin t ^ 2 < 0 :=
      (isOpen_lt hc continuous_const).mem_nhds (by
        simp only [Set.mem_ofPred_eq, Real.sin_zero]
        linarith)
    filter_upwards [hsin, eventually_nhdsWithin_of_eventually_nhds hn] with t h1 h2
    have h3 := mul_neg_of_pos_of_neg h1 h2
    linarith [energy_sub M t]
  · intro hD
    have hn : ∀ᶠ t in 𝓝 (0 : ℝ), 0 < 2 * stabD M - (stabD M + stabD' M) * sin t ^ 2 :=
      (isOpen_lt continuous_const hc).mem_nhds (by
        simp only [Set.mem_ofPred_eq, Real.sin_zero]
        linarith)
    filter_upwards [hsin, eventually_nhdsWithin_of_eventually_nhds hn] with t h1 h2
    have h3 := mul_pos h1 h2
    linarith [energy_sub M t]
```

At $t=\pi/2$ both electrons are in $\varphi_1$, up to sign, and $E(\pi/2)-E(0)=2D-(D+D')=D-D'$. For actual Coulomb integrals of real orbitals, $K\ge0$ and $A+B\ge2J$, since $K$ and $A+B-2J$ are the self-repulsions of the charge distributions $\varphi_0\varphi_1$ and $\varphi_0^2-\varphi_1^2$. Then $D+D'\le0$, so a shell with $D>0$ has $D'<0$ and is the lower of the two. These inequalities are not imposed in `TwoLevel`.

```lean
/-- The two closed shells, at `t = π/2` and `t = 0`, differ in energy by `D - D'`. -/
theorem closedShell_gap (M : TwoLevel) :
    energy M (π / 2) - energy M 0 = stabD M - stabD' M := by
  rw [energy_sub, Real.sin_pi_div_two]
  ring
```

## The minimum when both closed shells are unstable

Let $S=D+D'\neq0$. Completing the square gives

$$E(t)=E(0)+\frac{D^2}{S}-S\Bigl(\sin^2t-\frac DS\Bigr)^2 .$$

```lean
/-- For `D + D' ≠ 0` the energy is a constant plus a multiple of the squared deviation of
`sin² t` from `D / (D + D')`. -/
theorem energy_complete_square (M : TwoLevel) (t : ℝ) (hS : stabD M + stabD' M ≠ 0) :
    energy M t = energy M 0 + stabD M ^ 2 / (stabD M + stabD' M) +
      -(stabD M + stabD' M) * (sin t ^ 2 - stabD M / (stabD M + stabD' M)) ^ 2 := by
  have e : stabD M / (stabD M + stabD' M) * (stabD M + stabD' M) = stabD M :=
    div_mul_cancel₀ _ hS
  linear_combination energy_sub M t +
    (stabD M / (stabD M + stabD' M) - 2 * sin t ^ 2) * e
```

If $D,D'<0$, then $S<0$ and the last term is nonnegative, so $E(0)+D^2/S$ is a lower bound. Since $0\le D/S\le1$, the angle $t=\arcsin\sqrt{D/S}$ exists and reaches it. `IsLeast` states both facts.

```lean
/-- If `D < 0` and `D' < 0`, the lowest energy over all mixing angles is
`E(0) + D² / (D + D')`. -/
theorem brokenSymmetry_minimum (M : TwoLevel) (hD : stabD M < 0) (hD' : stabD' M < 0) :
    IsLeast (Set.range (energy M))
      (energy M 0 + stabD M ^ 2 / (stabD M + stabD' M)) := by
  have hS : stabD M + stabD' M < 0 := by linarith
  constructor
  · -- the optimal weight lies between 0 and 1, hence is the squared sine of an angle
    have hx0 : 0 ≤ stabD M / (stabD M + stabD' M) := div_nonneg_of_nonpos hD.le hS.le
    have hx1 : stabD M / (stabD M + stabD' M) ≤ 1 := by
      rw [div_le_one_of_neg hS]
      linarith
    have hs : sin (arcsin (Real.sqrt (stabD M / (stabD M + stabD' M)))) =
        Real.sqrt (stabD M / (stabD M + stabD' M)) :=
      Real.sin_arcsin (by linarith [Real.sqrt_nonneg (stabD M / (stabD M + stabD' M))])
        (Real.sqrt_le_iff.2 ⟨zero_le_one, by linarith⟩)
    refine ⟨arcsin (Real.sqrt (stabD M / (stabD M + stabD' M))), ?_⟩
    rw [energy_complete_square M (arcsin _) hS.ne, hs, Real.sq_sqrt hx0]
    ring
  · rintro _ ⟨t, rfl⟩
    have h := mul_nonneg (neg_nonneg.2 hS.le)
      (sq_nonneg (sin t ^ 2 - stabD M / (stabD M + stabD' M)))
    linarith [energy_complete_square M t hS.ne]
```

The condition $D'<0$ matters. Take the model values (not integrals of an actual atom) $h=0$, $k=-\tfrac32$, $A=B=J=4$, $K=\tfrac14$, so that $D=-2$ and $D'=1$. Then $D/S=2$, which is no squared sine. The formula would give $0$, whereas the lowest energy is $E(\pi/2)=1$.

For any $S\neq0$, the square vanishes exactly when $\sin^2t=D/S$, which identifies the angles at which the value is reached.

```lean
/-- If `D + D' ≠ 0`, the energy `E(0) + D² / (D + D')` is reached exactly at the angles with
`sin² t = D / (D + D')`. -/
theorem brokenSymmetry_angle (M : TwoLevel) (t : ℝ) (hS : stabD M + stabD' M ≠ 0) :
    energy M t = energy M 0 + stabD M ^ 2 / (stabD M + stabD' M) ↔
      sin t ^ 2 = stabD M / (stabD M + stabD' M) := by
  have e := energy_complete_square M t hS
  constructor
  · intro h
    have h0 : -(stabD M + stabD' M) *
        (sin t ^ 2 - stabD M / (stabD M + stabD' M)) ^ 2 = 0 := by linarith
    have h1 := (mul_eq_zero.1 h0).resolve_left (neg_ne_zero.2 hS)
    exact sub_eq_zero.1 (pow_eq_zero_iff two_ne_zero |>.1 h1)
  · intro h
    rw [e, h]
    ring
```

## Integrals with both instabilities

Take level energies $0$ and $1$ without coupling.

```lean
/-- Model one-electron integrals: level energies 0 and 1, without coupling. -/
def modelCore (p q : Fin 2) : ℝ := if p = 1 ∧ q = 1 then 1 else 0
```

Set $A=B=J=4$ and $K=1$, and set to zero the two-electron integrals in which the index $1$ occurs an odd number of times.

```lean
/-- Model two-electron integrals: all Coulomb integrals are 4, the exchange integral is 1. -/
def modelRepulsion (p q r s : Fin 2) : ℝ :=
  if p = q ∧ r = s then 4 else if p ≠ q ∧ r ≠ s then 1 else 0
```

Then $D=1+4-4-2=-1$ and $D'=-1+4-4-2=-3$. The minimum lies at $\sin^2t=\tfrac14$, an energy $\tfrac14$ below $E(0)=4$. The proof checks the two symmetries index by index and evaluates $D$ and $D'$. These are model numbers, not integrals of an actual atom.

```lean
/-- The model integrals have the permutation symmetries of real orbitals, and they give
`D = -1` and `D' = -3`. -/
theorem modelRepulsion_witness :
    (∀ p q r s, modelRepulsion p q r s = modelRepulsion r s p q) ∧
    (∀ p q r s, modelRepulsion p q r s = modelRepulsion q p r s) ∧
    stabD (ofIntegrals modelCore modelRepulsion) = -1 ∧
    stabD' (ofIntegrals modelCore modelRepulsion) = -3 := by
  refine ⟨?_, ?_, ?_, ?_⟩
  · intro p q r s
    fin_cases p <;> fin_cases q <;> fin_cases r <;> fin_cases s <;> simp [modelRepulsion]
  · intro p q r s
    fin_cases p <;> fin_cases q <;> fin_cases r <;> fin_cases s <;> simp [modelRepulsion]
  · norm_num [stabD, ofIntegrals, modelCore, modelRepulsion]
  · norm_num [stabD', ofIntegrals, modelCore, modelRepulsion]

end

end OppositeSpinMixing
```

```lean
#print axioms OppositeSpinMixing.closedShell_stability
#print axioms OppositeSpinMixing.closedShell_gap
#print axioms OppositeSpinMixing.brokenSymmetry_minimum
#print axioms OppositeSpinMixing.brokenSymmetry_angle
```

```
'OppositeSpinMixing.closedShell_stability' depends on axioms: [propext, Classical.choice, Quot.sound]
'OppositeSpinMixing.closedShell_gap' depends on axioms: [propext, Classical.choice, Quot.sound]
'OppositeSpinMixing.brokenSymmetry_minimum' depends on axioms: [propext, Classical.choice, Quot.sound]
'OppositeSpinMixing.brokenSymmetry_angle' depends on axioms: [propext, Classical.choice, Quot.sound]
```
